# Classical thermal sampling of a finite, linearly coupled harmonic bath never underestimates pure-dephasing coherence

A qubit loses phase coherence when it is coupled to harmonic modes that shift its energy levels, in proportion to their displacements, without causing transitions. A simulation may draw the initial positions and momenta of these modes from the classical Boltzmann distribution, and the question is how far the coherence is then off. To answer it, the bath is modelled here as a finite list of modes, and the two decoherence exponents, quantum and classical, are taken as given formulas.

Let mode $j$ have frequency $w_j$ and weight $g_j$, let $T$ be the temperature, and set $\hbar=k_B=1$. The letter $g_j$ often denotes a coupling constant. Here it is a weight: for a coupling $\lambda_j\,\sigma_z(a_j+a_j^\dagger)$, with real $\lambda_j$, the Pauli matrix $\sigma_z$ of the qubit and the lowering operator $a_j$ of the mode, it equals $4\lambda_j^2/w_j^2$, and so it is nonnegative. The coherence, meaning the magnitude of the off-diagonal density-matrix element relative to its initial value, is $e^{-Q(t)}$ for the quantum bath and $e^{-C(t)}$ for the sampled one.

The results hold at every time $t$, for $0<w_j\le W$, $g_j\ge 0$ and $T>0$:

$$C\le Q\le\Big(1+\frac{W^2}{12T^2}\Big)C,\qquad 0\le e^{-C}-e^{-Q}\le\frac{W^2}{12T^2}\,e^{-1}.$$

For mean-field (Ehrenfest) simulations of a qubit in a finite, linearly coupled and purely dephasing harmonic bath, this bounds the error in the coherence due to classical initial conditions. At $W=T$ the coherence is too large by at most about $0.031$.

```lean
import Mathlib

open Real

namespace ClassicalBathSampling

noncomputable section
```

## The two decoherence exponents

A quantum oscillator in equilibrium has mean energy $\tfrac{w}{2}\coth\tfrac{w}{2T}$, zero-point energy included. Its fluctuations enter the dephasing through the factor $\coth(w/2T)$, which is written in Lean as a quotient of `cosh` and `sinh`.

```lean
/-- The quantum thermal factor `coth (w / (2T))` of a mode of frequency `w ≠ 0` at
temperature `T ≠ 0`, in units with `ħ = k = 1`. -/
def thermalFactor (w T : ℝ) : ℝ := cosh (w / (2 * T)) / sinh (w / (2 * T))
```

Each mode contributes its weight, its thermal factor and an oscillating part that vanishes at $t=0$:

$$Q(t)=\sum_j g_j\coth\!\Big(\frac{w_j}{2T}\Big)\,(1-\cos w_jt).$$

The type `ι` labels the modes, and `Fintype ι` says that there are finitely many of them. The functions `g` and `w` assign each label its weight and frequency.

```lean
/-- The decoherence exponent `Q(t)` of a quantum bath with weights `g`, nonzero frequencies `w`
and temperature `T ≠ 0`. -/
def quantumExponent {ι : Type*} [Fintype ι] (g w : ι → ℝ) (T t : ℝ) : ℝ :=
  ∑ j, g j * thermalFactor (w j) T * (1 - cos (w j * t))
```

A classical oscillator has mean energy $T$. Replacing the quantum energy by this value turns $\coth(w/2T)$ into $2T/w$, so that

$$C(t)=\sum_j g_j\,\frac{2T}{w_j}\,(1-\cos w_jt).$$

The identification of $e^{-Q}$ and $e^{-C}$ with the coherences of an actual qubit comes from solving the dephasing Hamiltonian and averaging over the Gaussian bath, for a qubit that is initially uncorrelated with a thermal bath. The average is over the full distribution, so the statistical error of a finite number of trajectories is not included. That step is physical input, and the theorems start from the resulting sums.

```lean
/-- The decoherence exponent `C(t)` of the classically sampled bath: each thermal factor is
replaced by `2T / w`, for nonzero frequencies `w`. -/
def classicalExponent {ι : Type*} [Fintype ι] (g w : ι → ℝ) (T t : ℝ) : ℝ :=
  ∑ j, g j * (2 * T / w j) * (1 - cos (w j * t))
```

## Hyperbolic inequalities from their slopes

The comparison of $\coth x$ with $1/x$ rests on one principle. If $f(0)=0$ and $f'(x)\ge0$ for $x\ge0$, then $f$ is nondecreasing on the half-line, and $f(x)\ge f(0)=0$ there.

In Lean, `hf` supplies the derivative `f'` at every real point, while `h` asks for its sign only on the half-line. Mathlib's `monotoneOn_of_deriv_nonneg` gives the monotonicity, which is then applied to the points $0$ and $x$.

```lean
/-- A differentiable function that vanishes at the origin and has nonnegative slope on the
half-line `x ≥ 0` is nonnegative there. -/
theorem nonneg_of_slope {f f' : ℝ → ℝ} (hf : ∀ x, HasDerivAt f (f' x) x) (h0 : f 0 = 0)
    (h : ∀ x, 0 ≤ x → 0 ≤ f' x) {x : ℝ} (hx : 0 ≤ x) : 0 ≤ f x := by
  have hm : MonotoneOn f (Set.Ici 0) := monotoneOn_of_deriv_nonneg (convex_Ici 0)
    (fun y _ => (hf y).continuousAt.continuousWithinAt)
    (fun y _ => (hf y).differentiableAt.differentiableWithinAt)
    (fun y hy => by
      rw [interior_Ici] at hy
      rw [(hf y).deriv]
      exact h y (Set.mem_Ioi.mp hy).le)
  have := hm (Set.mem_Ici.mpr le_rfl) (Set.mem_Ici.mpr hx) hx
  linarith
```

The first use is $f(x)=x\cosh x-\sinh x$. It vanishes at the origin, and

$$f'(x)=\cosh x+x\sinh x-\cosh x=x\sinh x\ge0\qquad(x\ge0).$$

Hence $\sinh x\le x\cosh x$. The term `hd` is this product-rule calculation, with `ring` doing the cancellation.

```lean
/-- For `x ≥ 0`, `sinh x ≤ x cosh x`. -/
theorem sinh_le_mul_cosh {x : ℝ} (hx : 0 ≤ x) : 0 ≤ x * cosh x - sinh x := by
  have hd : ∀ y : ℝ, HasDerivAt (fun y => y * cosh y - sinh y) (y * sinh y) y := fun y =>
    (((hasDerivAt_id' y).fun_mul (Real.hasDerivAt_cosh y)).fun_sub
      (Real.hasDerivAt_sinh y)).congr_deriv (by ring)
  exact nonneg_of_slope hd (by simp)
    (fun y hy => mul_nonneg hy (Real.sinh_nonneg_iff.mpr hy)) hx
```

Two sharper inequalities follow in the same way. Define

$$L(x)=(3+x^2)\,x\cosh x-(3+2x^2)\sinh x,\qquad U(x)=(3+x^2)\sinh x-3x\cosh x.$$

Both vanish at $0$. Differentiating $L$ gives

$$\begin{aligned}L'(x)&=2x^2\cosh x+(3+x^2)(\cosh x+x\sinh x)-4x\sinh x-(3+2x^2)\cosh x\\&=x^2\cosh x+(x^3-x)\sinh x\\&=x\,(x\cosh x-\sinh x)+x^3\sinh x,\end{aligned}$$

and differentiating $U$ gives

$$\begin{aligned}U'(x)&=2x\sinh x+(3+x^2)\cosh x-3\cosh x-3x\sinh x\\&=x\,(x\cosh x-\sinh x).\end{aligned}$$

By the previous inequality and $\sinh x\ge0$, both slopes are nonnegative for $x\ge0$, so $L\ge0$ and $U\ge0$. The terms `hl` and `hu` record the two derivatives in exactly these final forms, and the last lines apply the slope principle to each.

```lean
/-- For `x ≥ 0`, `x cosh x` lies between `(3 + 2x²) / (3 + x²)` and `(3 + x²) / 3` times
`sinh x`; both bounds are written without denominators. -/
theorem mul_cosh_bounds {x : ℝ} (hx : 0 ≤ x) :
    0 ≤ (3 + x * x) * (x * cosh x) - (3 + 2 * (x * x)) * sinh x ∧
      0 ≤ (3 + x * x) * sinh x - 3 * (x * cosh x) := by
  have sq : ∀ y : ℝ, HasDerivAt (fun y => y * y) (1 * y + y * 1) y := fun y =>
    (hasDerivAt_id' y).fun_mul (hasDerivAt_id' y)
  have xc : ∀ y : ℝ, HasDerivAt (fun y => y * cosh y) (1 * cosh y + y * sinh y) y := fun y =>
    (hasDerivAt_id' y).fun_mul (Real.hasDerivAt_cosh y)
  -- both slopes are nonnegative for y ≥ 0, by the previous inequality and sinh y ≥ 0
  have hl : ∀ y : ℝ, HasDerivAt
      (fun y => (3 + y * y) * (y * cosh y) - (3 + 2 * (y * y)) * sinh y)
      (y * (y * cosh y - sinh y) + y ^ 3 * sinh y) y := fun y =>
    ((((sq y).const_add 3).fun_mul (xc y)).fun_sub
      ((((sq y).const_mul 2).const_add 3).fun_mul (Real.hasDerivAt_sinh y))).congr_deriv
      (by ring)
  have hu : ∀ y : ℝ, HasDerivAt (fun y => (3 + y * y) * sinh y - 3 * (y * cosh y))
      (y * (y * cosh y - sinh y)) y := fun y =>
    ((((sq y).const_add 3).fun_mul (Real.hasDerivAt_sinh y)).fun_sub
      ((xc y).const_mul 3)).congr_deriv (by ring)
  exact ⟨nonneg_of_slope hl (by simp) (fun y hy => add_nonneg
      (mul_nonneg hy (sinh_le_mul_cosh hy))
      (mul_nonneg (pow_nonneg hy 3) (Real.sinh_nonneg_iff.mpr hy))) hx,
    nonneg_of_slope hu (by simp) (fun y hy => mul_nonneg hy (sinh_le_mul_cosh hy)) hx⟩
```

## The thermal factor of one mode

Take $x=w/(2T)>0$. Dividing $L\ge0$ and $U\ge0$ by positive quantities gives

$$\frac{3+2x^2}{(3+x^2)\,x}\le\coth x\le\frac{3+x^2}{3x}.$$

Since $1/x=2T/w$ and $x^2=w^2/(4T^2)$, this reads

$$\Big(1+\frac{w^2}{12T^2+w^2}\Big)\frac{2T}{w}\le\coth\frac{w}{2T}\le\Big(1+\frac{w^2}{12T^2}\Big)\frac{2T}{w}.$$

The relative excess of the quantum factor over the classical one is thus enclosed from both sides, and the two bounds agree to leading order at high temperature.

The Lean proof substitutes $w=2Tx$. The identities `e1` and `e2` rewrite the two bounds in terms of $x$, and `div_le_div_iff₀` clears the positive denominators, which leaves the inequalities for $L$ and $U$.

```lean
/-- For `w, T > 0` the quantum thermal factor exceeds the classical one, `2T / w`, by a relative
amount between `w² / (12T² + w²)` and `w² / (12T²)`. -/
theorem thermalFactor_bounds {w T : ℝ} (hw : 0 < w) (hT : 0 < T) :
    (1 + w ^ 2 / (12 * T ^ 2 + w ^ 2)) * (2 * T / w) ≤ thermalFactor w T ∧
      thermalFactor w T ≤ (1 + w ^ 2 / (12 * T ^ 2)) * (2 * T / w) := by
  -- pass to the dimensionless frequency x = w / (2T)
  obtain ⟨x, hx, rfl⟩ : ∃ x, 0 < x ∧ w = 2 * T * x :=
    ⟨w / (2 * T), by positivity, by field_simp⟩
  have hs : 0 < sinh x := Real.sinh_pos_iff.mpr hx
  have e : 2 * T * x / (2 * T) = x := by field_simp
  obtain ⟨hl, hu⟩ := mul_cosh_bounds hx.le
  unfold thermalFactor
  rw [e]
  constructor
  · have e1 : (1 + (2 * T * x) ^ 2 / (12 * T ^ 2 + (2 * T * x) ^ 2)) * (2 * T / (2 * T * x))
        = (3 + 2 * (x * x)) / ((3 + x * x) * x) := by
      field_simp
      ring
    rw [e1, div_le_div_iff₀ (by positivity) hs]
    linarith
  · have e2 : (1 + (2 * T * x) ^ 2 / (12 * T ^ 2)) * (2 * T / (2 * T * x))
        = (3 + x * x) / (3 * x) := by
      field_simp
      ring
    rw [e2, div_le_div_iff₀ hs (by positivity)]
    linarith
```

## Summing over the bath

The lower bound contains $\coth(w_j/2T)\ge2T/w_j$. For the upper bound, $0<w_j\le W$ gives $w_j^2\le W^2$, so that one prefactor serves all modes:

$$\frac{2T}{w_j}\le\coth\frac{w_j}{2T}\le\Big(1+\frac{W^2}{12T^2}\Big)\frac{2T}{w_j}.$$

Multiplying by $g_j(1-\cos w_jt)\ge0$ and summing over $j$ yields

$$C(t)\le Q(t)\le\Big(1+\frac{W^2}{12T^2}\Big)C(t).$$

The hypotheses `hg`, `hw`, `hW` and `hT` say in turn that the weights are nonnegative, the frequencies are positive, the frequencies are at most `W`, and the temperature is positive. `W` may be any common upper bound and need not be the largest frequency. A continuous spectral density is covered only after it has been replaced by finitely many modes, and `W` then bounds the frequencies of those modes. With no modes at all, both exponents are zero.

`Finset.sum_le_sum` reduces each half to a single mode, and `gcongr` makes the replacement of $w_j$ by $W$.

```lean
/-- For finitely many modes with `0 < w j ≤ W`, weights `g j ≥ 0` and `T > 0`, the quantum and
classical decoherence exponents obey `C ≤ Q ≤ (1 + W² / (12T²)) C` at every time. -/
theorem classical_quantum_exponent_bounds {ι : Type*} [Fintype ι] {g w : ι → ℝ} {W T : ℝ}
    (hg : ∀ j, 0 ≤ g j) (hw : ∀ j, 0 < w j) (hW : ∀ j, w j ≤ W) (hT : 0 < T) (t : ℝ) :
    classicalExponent g w T t ≤ quantumExponent g w T t ∧
      quantumExponent g w T t ≤ (1 + W ^ 2 / (12 * T ^ 2)) * classicalExponent g w T t := by
  have hc : ∀ j, 0 ≤ 1 - cos (w j * t) := fun j => sub_nonneg.mpr (Real.cos_le_one _)
  unfold classicalExponent quantumExponent
  constructor
  · refine Finset.sum_le_sum fun j _ => ?_
    have hj := hw j
    have h1 : 2 * T / w j ≤ thermalFactor (w j) T := by
      refine le_trans ?_ (thermalFactor_bounds hj hT).1
      exact le_mul_of_one_le_left (by positivity) (le_add_of_nonneg_right (by positivity))
    exact mul_le_mul_of_nonneg_right (mul_le_mul_of_nonneg_left h1 (hg j)) (hc j)
  · rw [Finset.mul_sum]
    refine Finset.sum_le_sum fun j _ => ?_
    have hj := hw j
    have hWj := hW j
    -- the bound on the relative error grows with frequency, so w j can be replaced by W
    have h2 : thermalFactor (w j) T ≤ (1 + W ^ 2 / (12 * T ^ 2)) * (2 * T / w j) := by
      refine (thermalFactor_bounds hj hT).2.trans ?_
      gcongr
    calc g j * thermalFactor (w j) T * (1 - cos (w j * t))
        ≤ g j * ((1 + W ^ 2 / (12 * T ^ 2)) * (2 * T / w j)) * (1 - cos (w j * t)) :=
          mul_le_mul_of_nonneg_right (mul_le_mul_of_nonneg_left h2 (hg j)) (hc j)
      _ = _ := by ring
```

## The error in the coherence

Write $\varepsilon=W^2/(12T^2)$. From $C\le Q$ it follows that $e^{-Q}\le e^{-C}$, so the sampled coherence is never too small. For the size of the error, use $1+y\le e^y$ twice. With $y=C-Q$ it gives $1-e^{C-Q}\le Q-C\le\varepsilon C$, and therefore

$$e^{-C}-e^{-Q}=e^{-C}\big(1-e^{C-Q}\big)\le\varepsilon\,C\,e^{-C}.$$

With $y=C-1$ it gives $C\le e^{C-1}$, that is, $C\,e^{-C}\le e^{-1}$. The two together give

$$0\le e^{-C}-e^{-Q}\le\frac{W^2}{12T^2}\,e^{-1}.$$

The right-hand side contains neither the time, nor the weights, nor the number of modes. It bounds the absolute error; when both coherences are tiny, their ratio can still be far from one.

After `generalize` has replaced the exponents and the prefactor by plain real numbers, `hQ` is the factorisation, `hC` is the bound on $C\,e^{-C}$, and the closing `calc` is the chain above.

```lean
/-- For finitely many modes with `0 < w j ≤ W`, weights `g j ≥ 0` and `T > 0`, the classical value
`exp (-C)` is never below the quantum value `exp (-Q)`, and exceeds it by at most
`W² / (12T²) · exp (-1)`, at every time. -/
theorem coherence_error {ι : Type*} [Fintype ι] {g w : ι → ℝ} {W T : ℝ}
    (hg : ∀ j, 0 ≤ g j) (hw : ∀ j, 0 < w j) (hW : ∀ j, w j ≤ W) (hT : 0 < T) (t : ℝ) :
    0 ≤ exp (-classicalExponent g w T t) - exp (-quantumExponent g w T t) ∧
      exp (-classicalExponent g w T t) - exp (-quantumExponent g w T t)
        ≤ W ^ 2 / (12 * T ^ 2) * exp (-1) := by
  obtain ⟨h1, h2⟩ := classical_quantum_exponent_bounds hg hw hW hT t
  generalize classicalExponent g w T t = C at *
  generalize quantumExponent g w T t = Q at *
  have hε : 0 ≤ W ^ 2 / (12 * T ^ 2) := by positivity
  generalize W ^ 2 / (12 * T ^ 2) = ε at *
  refine ⟨sub_nonneg.mpr (Real.exp_le_exp.mpr (by linarith)), ?_⟩
  have hQ : exp (-Q) = exp (-C) * exp (C - Q) := by
    rw [← Real.exp_add]
    congr 1
    ring
  -- C exp(-C) is largest at C = 1
  have hC : exp (-C) * C ≤ exp (-1) := by
    calc exp (-C) * C ≤ exp (-C) * exp (C - 1) :=
          mul_le_mul_of_nonneg_left (by linarith [Real.add_one_le_exp (C - 1)])
            (Real.exp_pos _).le
      _ = exp (-1) := by
          rw [← Real.exp_add]
          congr 1
          ring
  calc exp (-C) - exp (-Q) = exp (-C) * (1 - exp (C - Q)) := by rw [hQ]; ring
    _ ≤ exp (-C) * (ε * C) :=
        mul_le_mul_of_nonneg_left (by linarith [Real.add_one_le_exp (C - Q)])
          (Real.exp_pos _).le
    _ = ε * (exp (-C) * C) := by ring
    _ ≤ ε * exp (-1) := mul_le_mul_of_nonneg_left hC hε
```

## The constant 1/12 is optimal

Suppose that some constant $c$ satisfied $Q\le(1+c/T^2)\,C$ at all temperatures for one mode with $w=g=1$ at time $t=\pi$. There $1-\cos\pi=2$, so $Q=2\coth(1/2T)$ and $C=4T$. The lower bound on the thermal factor then gives

$$\Big(1+\frac{1}{12T^2+1}\Big)4T\le Q\le\Big(1+\frac{c}{T^2}\Big)4T,$$

and hence

$$T^2\le c\,(12T^2+1)\qquad\text{for all }T>0.$$

Dividing by $T^2$ and letting $T\to\infty$ gives $c\ge1/12$.

Lean avoids the limit by choosing one temperature. If $c<1/12$, set $T=1/(1-12c)>0$. The inequality rearranges to $T^2(1-12c)\le c$, and its left-hand side equals $T$, so $T\le c$ and $c$ is positive. But $T(1-12c)=1$ means $T=1+12cT>1$, which contradicts $T\le c<1/12$.

In the code, `Unit` is the label set with one element, and `key` is the inequality for all $T$. The optimality concerns the bound on the exponents, required at all temperatures with the same $c$.

```lean
/-- The constant `1/12` is optimal: if `Q ≤ (1 + c / T²) C` holds at all temperatures `T > 0` for
a single mode of unit frequency and weight at time `π`, then `c ≥ 1/12`. -/
theorem constant_sharp {c : ℝ}
    (h : ∀ T : ℝ, 0 < T → quantumExponent (fun _ : Unit => 1) (fun _ => 1) T π
      ≤ (1 + c / T ^ 2) * classicalExponent (fun _ : Unit => 1) (fun _ => 1) T π) :
    1 / 12 ≤ c := by
  have key : ∀ T : ℝ, 0 < T → T ^ 2 ≤ c * (12 * T ^ 2 + 1) := by
    intro T hT
    have hq : quantumExponent (fun _ : Unit => 1) (fun _ => 1) T π = 2 * thermalFactor 1 T := by
      simp only [quantumExponent, Finset.univ_unique, Finset.sum_singleton, one_mul, Real.cos_pi]
      ring
    have hcl : classicalExponent (fun _ : Unit => 1) (fun _ => 1) T π = 4 * T := by
      simp only [classicalExponent, Finset.univ_unique, Finset.sum_singleton, one_mul,
        Real.cos_pi]
      ring
    have h1 := h T hT
    rw [hq, hcl] at h1
    have h2 := (thermalFactor_bounds one_pos hT).1
    simp only [one_pow, div_one] at h2
    have h3 : (1 + 1 / (12 * T ^ 2 + 1)) * (4 * T) ≤ (1 + c / T ^ 2) * (4 * T) := by
      linarith
    have h4 := le_of_mul_le_mul_right h3 (by positivity)
    have h5 : 1 / (12 * T ^ 2 + 1) ≤ c / T ^ 2 := by linarith
    rw [div_le_div_iff₀ (by positivity) (by positivity)] at h5
    linarith
  by_contra hc
  have hd : 0 < 1 - 12 * c := by linarith [not_le.mp hc]
  -- a smaller constant fails at the temperature T = 1 / (1 - 12c)
  obtain ⟨T, hT, hTd⟩ : ∃ T : ℝ, 0 < T ∧ T * (1 - 12 * c) = 1 :=
    ⟨1 / (1 - 12 * c), by positivity, div_mul_cancel₀ 1 hd.ne'⟩
  have h1 : T ^ 2 * (1 - 12 * c) = T := by rw [pow_two, mul_assoc, hTd, mul_one]
  have h2 : T ≤ c := by linarith [key T hT]
  have h3 : 0 < T * c := mul_pos hT (by linarith)
  linarith [not_le.mp hc]

end

end ClassicalBathSampling
```

```lean
#print axioms ClassicalBathSampling.coherence_error
#print axioms ClassicalBathSampling.constant_sharp
```

```
'ClassicalBathSampling.coherence_error' depends on axioms: [propext, Classical.choice, Quot.sound]
'ClassicalBathSampling.constant_sharp' depends on axioms: [propext, Classical.choice, Quot.sound]
```
